# Cauchy permanents can vanish at distinct points where Cauchy determinants cannot

For complex points $x_i \ne y_j$, with $i,j=0,\dots,n-1$, let $C_{ij} = 1/(x_i-y_j)$. Then $\det C = 0$ exactly when two of the $x$'s or two of the $y$'s coincide. The permanent, which is the same sum over permutations without the signs, has no such rule: for $x=(0,4)$ and $y=(3,6)$ all four points are distinct, yet

$$C=\begin{pmatrix}-1/3&-1/6\\ 1&-1/2\end{pmatrix},\qquad \operatorname{per} C=\tfrac16-\tfrac16=0,\qquad \det C=\tfrac16+\tfrac16=\tfrac13 .$$

## Zero amplitudes in Monte Carlo start configurations

Take $1/(x-y)$ as the amplitude for pairing a particle at $x$ with one at $y$. The determinant is then a paired amplitude for fermions, antisymmetric within each set, and the permanent is its symmetric, bosonic counterpart. A Monte Carlo code that forms ratios of new to old amplitudes needs a nonzero starting amplitude. In the continuous plane the unregularised $1/(x-y)$ does not give a normalisable state, because its squared modulus is not integrable at $x=y$. So let the particles sit on finitely many sites of the plane, with the sites for the $x$'s separate from those for the $y$'s. In this model a test for coincident points settles the question in exact arithmetic for the determinant, but not for the permanent.

## From a kernel vector to a polynomial, and the node equation

Suppose $\det C=0$, with the $x$'s distinct and the $y$'s distinct. Some $v\neq0$ satisfies $\sum_j v_j/(x_i-y_j)=0$ for every $i$. Define

$$P(z)=\sum_j v_j\prod_{k\ne j}(z-y_k).$$

Its degree is at most $n-1$, and

$$P(x_i)=\prod_k(x_i-y_k)\sum_j\frac{v_j}{x_i-y_j}=0 .$$

With $n$ distinct roots, $P$ is the zero polynomial. At $z=y_j$ only one term survives, so $0=v_j\prod_{k\ne j}(y_j-y_k)$. The product is nonzero, hence every $v_j=0$, a contradiction. Conversely, coinciding $x$'s give equal rows and coinciding $y$'s equal columns, so the determinant vanishes.

For $n=2$ the permanent is

$$\frac{1}{(x_0-y_0)(x_1-y_1)}+\frac{1}{(x_0-y_1)(x_1-y_0)} .$$

Over a common, nonzero denominator, it vanishes exactly when

$$(x_0-y_0)(x_1-y_1)+(x_0-y_1)(x_1-y_0)=0 .$$

The example gives $(-3)(-2)+(-6)(1)=0$.

Now set $x=(a,b)$, $y=(c,d)$ with $a,b,c$ distinct. Expanding the node equation gives

$$d\,(a+b-2c)=2ab-(a+b)c .$$

If $c$ is not the midpoint of $a$ and $b$, this has exactly one solution $d$. The difference of the two sides is $(a-b)(a-c)$ at $d=a$, $(b-a)(b-c)$ at $d=b$, and $-2(a-c)(b-c)$ at $d=c$. None of these is zero, so $d$ differs from all three points.

The midpoint condition matters. For $a=0$, $b=2$, $c=1$ the equation reads $0=-2$, and no admissible fourth point makes the permanent vanish.

## Lean file

```lean
import Mathlib

open Finset

namespace CauchyPermanentNodes

noncomputable section

/-- The Cauchy matrix of pair amplitudes `1 / (x i - y j)` between two sets of `n` points
in the complex plane. -/
def cauchy {n : ℕ} (x y : Fin n → ℂ) : Matrix (Fin n) (Fin n) ℂ :=
  Matrix.of fun i j => 1 / (x i - y j)

/-- If the points within each set are distinct and no `x i` meets a `y j`, the Cauchy
determinant is nonzero. -/
theorem det_cauchy_ne_zero {n : ℕ} {x y : Fin n → ℂ} (h : ∀ i j, x i ≠ y j)
    (hx : Function.Injective x) (hy : Function.Injective y) :
    (cauchy x y).det ≠ 0 := by
  intro hdet
  obtain ⟨v, hv, h0⟩ := Matrix.exists_mulVec_eq_zero_iff.2 hdet
  -- clear denominators in the kernel equation: a polynomial of degree below n
  obtain ⟨P, hPdef⟩ : ∃ P : Polynomial ℂ, P = ∑ j, Polynomial.C (v j) *
      ∏ k ∈ univ.erase j, (Polynomial.X - Polynomial.C (y k)) := ⟨_, rfl⟩
  have hP : ∀ z, P.eval z = ∑ j, v j * ∏ k ∈ univ.erase j, (z - y k) := by
    intro z
    simp [hPdef, Polynomial.eval_finsetSum, Polynomial.eval_prod]
  -- it vanishes at every x i
  have hroot : ∀ i, P.eval (x i) = 0 := by
    intro i
    have hi := congrFun h0 i
    simp only [Matrix.mulVec, dotProduct, cauchy, Matrix.of_apply, Pi.zero_apply] at hi
    have hs : ∑ j, v j * ∏ k ∈ univ.erase j, (x i - y k)
        = (∏ k, (x i - y k)) * ∑ j, 1 / (x i - y j) * v j := by
      rw [Finset.mul_sum]
      refine Finset.sum_congr rfl fun j _ => ?_
      have e : (x i - y j) * ∏ k ∈ univ.erase j, (x i - y k) = ∏ k, (x i - y k) :=
        Finset.mul_prod_erase univ (fun k => x i - y k) (mem_univ j)
      have q : (x i - y j) * (1 / (x i - y j)) = 1 :=
        mul_one_div_cancel (sub_ne_zero.2 (h i j))
      rw [← e]
      linear_combination (-(v j * ∏ k ∈ univ.erase j, (x i - y k))) * q
    rw [hP, hs, hi, mul_zero]
  obtain ⟨j0, _⟩ := Function.ne_iff.1 hv
  have hn : 0 < n := j0.pos
  have hdeg : P.natDegree ≤ n - 1 := by
    rw [hPdef]
    refine Polynomial.natDegree_sum_le_of_forall_le _ _ fun j _ => ?_
    refine (Polynomial.natDegree_C_mul_le _ _).trans ?_
    refine (Polynomial.natDegree_prod_le _ _).trans ?_
    simp [Finset.card_erase_of_mem]
  have hzero : P = 0 :=
    Polynomial.eq_zero_of_natDegree_lt_card_of_eval_eq_zero P hx hroot
      (by rw [Fintype.card_fin]; omega)
  -- evaluation at y j isolates the component v j
  apply hv
  funext j
  have hj := hP (y j)
  have hs : ∑ l, v l * ∏ k ∈ univ.erase l, (y j - y k)
      = v j * ∏ k ∈ univ.erase j, (y j - y k) :=
    Finset.sum_eq_single j
      (fun l _ hl => by
        rw [Finset.prod_eq_zero (Finset.mem_erase.2 ⟨hl.symm, mem_univ j⟩) (sub_self _),
          mul_zero])
      (fun hn => absurd (mem_univ j) hn)
  rw [hzero, Polynomial.eval_zero, hs] at hj
  rcases mul_eq_zero.1 hj.symm with h1 | h1
  · exact h1
  · obtain ⟨k, hk, hk0⟩ := Finset.prod_eq_zero_iff.1 h1
    exact absurd (hy (sub_eq_zero.1 hk0)).symm (Finset.ne_of_mem_erase hk)

/-- For any number of points with `x i ≠ y j`, the Cauchy determinant vanishes exactly when
two of the `x` points or two of the `y` points coincide. -/
theorem det_cauchy_eq_zero_iff {n : ℕ} {x y : Fin n → ℂ} (h : ∀ i j, x i ≠ y j) :
    (cauchy x y).det = 0 ↔
      (∃ i j, i ≠ j ∧ x i = x j) ∨ (∃ i j, i ≠ j ∧ y i = y j) := by
  constructor
  · intro hdet
    by_contra hc
    exact det_cauchy_ne_zero h
      (fun i j hij => by_contra fun hne => hc (Or.inl ⟨i, j, hne, hij⟩))
      (fun i j hij => by_contra fun hne => hc (Or.inr ⟨i, j, hne, hij⟩)) hdet
  · -- coinciding points give equal rows or equal columns
    rintro (⟨i, j, hne, hij⟩ | ⟨i, j, hne, hij⟩)
    · exact Matrix.det_zero_of_row_eq hne (by funext k; simp [cauchy, hij])
    · exact Matrix.det_zero_of_column_eq hne (by intro k; simp [cauchy, hij])

/-- For two points of each kind with `x i ≠ y j`, the Cauchy determinant vanishes exactly
when `x 0 = x 1` or `y 0 = y 1`. -/
theorem det_cauchy_two_eq_zero_iff {x y : Fin 2 → ℂ} (h : ∀ i j, x i ≠ y j) :
    (cauchy x y).det = 0 ↔ x 0 = x 1 ∨ y 0 = y 1 := by
  rw [det_cauchy_eq_zero_iff h]
  constructor
  · rintro (⟨i, j, hne, hij⟩ | ⟨i, j, hne, hij⟩)
    · left
      fin_cases i <;> fin_cases j <;> simp_all
    · right
      fin_cases i <;> fin_cases j <;> simp_all
  · rintro (h1 | h1)
    · exact Or.inl ⟨0, 1, by decide, h1⟩
    · exact Or.inr ⟨0, 1, by decide, h1⟩

/-- The permanent of a 2x2 matrix is the sum of its two permutation products. -/
theorem permanent_two (M : Matrix (Fin 2) (Fin 2) ℂ) :
    M.permanent = M 0 0 * M 1 1 + M 1 0 * M 0 1 := by
  have hu : (univ : Finset (Equiv.Perm (Fin 2))) = {1, Equiv.swap 0 1} := by decide
  rw [Matrix.permanent, hu, Finset.sum_pair (by decide)]
  simp [Fin.prod_univ_two]

/-- The node equation of the 2x2 Cauchy permanent, for points with `x i ≠ y j`. -/
theorem permanent_cauchy_two_eq_zero_iff {x y : Fin 2 → ℂ} (h : ∀ i j, x i ≠ y j) :
    (cauchy x y).permanent = 0 ↔
      (x 0 - y 0) * (x 1 - y 1) + (x 0 - y 1) * (x 1 - y 0) = 0 := by
  have h00 := sub_ne_zero.2 (h 0 0)
  have h01 := sub_ne_zero.2 (h 0 1)
  have h10 := sub_ne_zero.2 (h 1 0)
  have h11 := sub_ne_zero.2 (h 1 1)
  have key : (cauchy x y).permanent =
      ((x 0 - y 0) * (x 1 - y 1) + (x 0 - y 1) * (x 1 - y 0)) /
        ((x 0 - y 0) * (x 1 - y 1) * ((x 0 - y 1) * (x 1 - y 0))) := by
    rw [permanent_two]
    simp only [cauchy, Matrix.of_apply]
    field_simp
    ring
  rw [key, div_eq_zero_iff, or_iff_left
    (mul_ne_zero (mul_ne_zero h00 h11) (mul_ne_zero h01 h10))]

/-- The points 0, 4, 3, 6 are distinct, yet the Cauchy permanent for `x = (0, 4)` and
`y = (3, 6)` vanishes, while the determinant of the same matrix does not. -/
theorem permanent_node_at_distinct_points :
    Function.Injective (![0, 4, 3, 6] : Fin 4 → ℂ) ∧
      (cauchy ![0, 4] ![3, 6]).permanent = 0 ∧ (cauchy ![0, 4] ![3, 6]).det ≠ 0 := by
  have h : ∀ i j, (![0, 4] : Fin 2 → ℂ) i ≠ (![3, 6] : Fin 2 → ℂ) j := by
    norm_num [Fin.forall_fin_two]
  refine ⟨?_, ?_, ?_⟩
  · intro i j hij
    fin_cases i <;> fin_cases j <;> first | rfl | (exfalso; norm_num at hij)
  · rw [permanent_cauchy_two_eq_zero_iff h]
    norm_num
  · rw [Ne, det_cauchy_two_eq_zero_iff h]
    norm_num

/-- Given distinct points `a`, `b`, `c` with `c` not the midpoint of `a` and `b`, exactly one
point `d` distinct from all three makes the permanent for `x = (a, b)`, `y = (c, d)` vanish. -/
theorem existsUnique_permanent_node {a b c : ℂ} (hab : a ≠ b) (hac : a ≠ c) (hbc : b ≠ c)
    (hmid : a + b - 2 * c ≠ 0) :
    ∃! d : ℂ, (d ≠ a ∧ d ≠ b ∧ d ≠ c) ∧ (cauchy ![a, b] ![c, d]).permanent = 0 := by
  -- the node equation is linear in the fourth point
  have key : ∀ d : ℂ, d ≠ a → d ≠ b → ((cauchy ![a, b] ![c, d]).permanent = 0 ↔
      d * (a + b - 2 * c) = 2 * a * b - (a + b) * c) := by
    intro d ha hb
    rw [permanent_cauchy_two_eq_zero_iff (by
      intro i j
      fin_cases i <;> fin_cases j <;> simp [hac, hbc, ha.symm, hb.symm])]
    change (a - c) * (b - d) + (a - d) * (b - c) = 0 ↔ _
    constructor <;> intro h <;> linear_combination -h
  obtain ⟨d, hd⟩ : ∃ d : ℂ, d * (a + b - 2 * c) = 2 * a * b - (a + b) * c :=
    ⟨_, div_mul_cancel₀ _ hmid⟩
  have ha : d ≠ a := by
    intro h
    rw [h] at hd
    exact mul_ne_zero (sub_ne_zero.2 hab) (sub_ne_zero.2 hac) (by linear_combination hd)
  have hb : d ≠ b := by
    intro h
    rw [h] at hd
    exact mul_ne_zero (sub_ne_zero.2 hab.symm) (sub_ne_zero.2 hbc) (by linear_combination hd)
  have hc : d ≠ c := by
    intro h
    rw [h] at hd
    exact mul_ne_zero (sub_ne_zero.2 hac) (sub_ne_zero.2 hbc)
      (by linear_combination (-1 / 2 : ℂ) * hd)
  refine ⟨d, ⟨⟨ha, hb, hc⟩, (key d ha hb).2 hd⟩, ?_⟩
  rintro e ⟨⟨ea, eb, _⟩, he⟩
  exact mul_right_cancel₀ hmid (((key e ea eb).1 he).trans hd.symm)

end

end CauchyPermanentNodes
```

```lean
#print axioms CauchyPermanentNodes.permanent_node_at_distinct_points
#print axioms CauchyPermanentNodes.existsUnique_permanent_node
```

```
'CauchyPermanentNodes.permanent_node_at_distinct_points' depends on axioms: [propext, Classical.choice, Quot.sound]
'CauchyPermanentNodes.existsUnique_permanent_node' depends on axioms: [propext, Classical.choice, Quot.sound]
```

## Scope of the theorems and how the proofs run

`cauchy x y` is the matrix $C$, with the points given as functions `Fin n → ℂ`; `det` and `permanent` are Mathlib's. The hypothesis `h : ∀ i j, x i ≠ y j` keeps the configuration away from the poles of the pair amplitude. `Function.Injective x` says that the $x$'s are distinct, and `∃!` in the last theorem means exactly one $d$.

In `det_cauchy_ne_zero`, `exists_mulVec_eq_zero_iff` supplies $v$, `hroot` clears the denominators, `hdeg` bounds the degree, and `hzero` concludes $P=0$; evaluation at `y j` finishes the argument. `det_cauchy_eq_zero_iff` adds the equal rows and columns, and `det_cauchy_two_eq_zero_iff` specialises to $n=2$.

`permanent_two` sums over the two permutations, and `permanent_cauchy_two_eq_zero_iff` combines the fractions with `field_simp` and `ring`. `permanent_node_at_distinct_points` checks the numbers. In `existsUnique_permanent_node`, `key` is the linear equation for $d$, and `ha`, `hb`, `hc` use the three factorisations.

The determinant criterion holds for every $n$, whereas the permanent is treated only for $n=2$. Other pair functions are not covered, nor is rounding: a matrix whose determinant is nonzero in exact arithmetic may still be too ill-conditioned for a stable floating-point update.
